# A ring of $2m$ sites with zero site energies and alternating real couplings $s,t$ has characteristic polynomial $\prod_{k=0}^{m-1}\left(x^2-s^2-t^2-2st\cos(2\pi k/m)\right)$

## One level found twice, or two levels?

Take four sites in a ring, with zero site energies and couplings $s,t,s,t$. I group them into two cells, each holding one $s$ bond. With the cells in phase I get $E=\pm(s+t)$, and with opposite phases $E=\pm(s-t)$. That makes four levels for four sites.

With six sites the phase factors from cell to cell are $1$, $e^{2\pi i/3}$ and $e^{-2\pi i/3}$, and the last two both give $E^2=s^2+t^2-st$. Is that a double level, or have I found the same one twice? And how do I know for a general ring that these waves give the whole spectrum?

## Different phase factors give independent waves

It is a double level, for each sign of $E$, as long as neither coupling is zero. The two phase factors belong to linearly independent waves, and all the waves together form a basis, so the characteristic polynomial contains one factor for each phase.

Label a site $(a,j)$, with $a=0,1$ its position in the cell and $j=0,\dots,m-1$ the cell, counted cyclically. The Hamiltonian $H$ acts on amplitudes $\psi$ by

$$(H\psi)_{0,j}=s\,\psi_{1,j}+t\,\psi_{1,j-1},\qquad (H\psi)_{1,j}=s\,\psi_{0,j}+t\,\psi_{0,j+1}.$$

Insert $\psi_{a,j}=u_a z^j$ with $z^m=1$, the condition that makes the wave fit across the ring closure. Each equation keeps the common factor $z^j$, and the cell amplitudes $u$ are multiplied by

$$B(z)=\begin{pmatrix}0&s+tz^{-1}\\ s+tz&0\end{pmatrix}.$$

Its trace is zero. For $z=e^{i\theta}$ the product of its off-diagonal entries is

$$(s+tz^{-1})(s+tz)=s^2+t^2+st(z+z^{-1})=s^2+t^2+2st\cos\theta,$$

so its characteristic polynomial is $x^2-(s^2+t^2+2st\cos\theta)$.

The allowed phase factors are $z_k=e^{2\pi ik/m}$ for $k=0,\dots,m-1$. For each $k$ take two waves, one on the sites $a=0$ and one on the sites $a=1$, and make these $2m$ waves the columns of a matrix $W$. With $V_{kj}=z_k^j$, a Vandermonde matrix,

$$\det W=(\det V)^2,\qquad \det V=\prod_{k<l}(z_l-z_k)\neq0,$$

because the $z_k$ are distinct. These columns are unnormalised; dividing by $\sqrt m$ normalises them. The Bloch reduction reads $HW=WD$, where $D$ is block diagonal with blocks $B(z_k)$. Hence $H=WDW^{-1}$ has the characteristic polynomial of $D$, which is the product over the blocks. For six sites this is

$$\left(x^2-(s+t)^2\right)\left(x^2-s^2-t^2+st\right)^2,$$

and for $st\neq0$ the square makes each of the two levels $\pm\sqrt{s^2+t^2-st}$ double.

For real couplings, $E$ is therefore a level exactly when $E^2=s^2+t^2+2st\cos(2\pi k/m)$ for some $k$. Since $|st\cos\theta|\le|s||t|$, we get $(|s|-|t|)^2\le E^2\le(|s|+|t|)^2$. If $m$ is even, $k=m/2$ gives $E^2=(s-t)^2$, so $s-t$ is a level. A zero level then exists exactly when $|s|=|t|$: the lower bound gives one direction; for the other, use $k=m/2$ if $s=t$ and $k=0$ if $s=-t$.

Evenness matters for that last direction. With $m=3$ and $s=t=1$ the levels are $\pm2$ and $\pm1$, the latter two double, so equal magnitudes do not guarantee a zero level.

In Hückel theory these are the $\pi$ levels of a bond-alternating annulene, within a non-interacting model with one orbital per atom. The couplings $s$ and $t$ stand for the resonance integrals of the two kinds of bond, and zero site energy means that energies are measured from the common atomic level. The step left to the user is to represent a real molecule by two such numbers, with overlap integrals between neighbouring orbitals neglected and no explicit electron repulsion.

Here is the argument in Lean.

```lean
import Mathlib

open Matrix Polynomial
open scoped Kronecker

namespace BondAlternatingRing

noncomputable section

variable {R : Type*} [CommRing R] {m : ℕ} [NeZero m]

/-- Hamiltonian of a ring of `m` two-site cells with zero site energies. Site `(a, j)` is site `a`
of cell `j`; the coupling is `s` between `(0, j)` and `(1, j)`, and `t` between `(1, j)` and
`(0, j + 1)`, where cells are counted cyclically. For `m = 1` both couplings join the same two sites
and add up to `s + t`. -/
def hamiltonian (m : ℕ) [NeZero m] (s t : R) : Matrix (Fin 2 × Fin m) (Fin 2 × Fin m) R :=
  Matrix.of fun p q =>
    (if p.1 ≠ q.1 ∧ p.2 = q.2 then s else 0)
    + (if p.1 = 1 ∧ q.1 = 0 ∧ q.2 = p.2 + 1 then t else 0)
    + (if p.1 = 0 ∧ q.1 = 1 ∧ p.2 = q.2 + 1 then t else 0)

/-- The two-site Bloch matrix for a phase factor `z ≠ 0` between neighbouring cells. -/
def blochMatrix (s t z : ℂ) : Matrix (Fin 2) (Fin 2) ℂ :=
  !![0, s + t * z⁻¹; s + t * z, 0]

/-- Tight-binding equations: the Hamiltonian couples each site to its partner in the cell
with strength `s` and to its neighbour in the adjacent cell with strength `t`. -/
theorem tight_binding (s t : R) (ψ : Fin 2 × Fin m → R) (j : Fin m) :
    (hamiltonian m s t *ᵥ ψ) (0, j) = s * ψ (1, j) + t * ψ (1, j - 1) ∧
    (hamiltonian m s t *ᵥ ψ) (1, j) = s * ψ (0, j) + t * ψ (0, j + 1) := by
  have h : ∀ i : Fin m, (j = i + 1) ↔ (j - 1 = i) := fun i => sub_eq_iff_eq_add.symm
  constructor
  · simp [hamiltonian, Matrix.mulVec, dotProduct, Fintype.sum_prod_type, Fin.sum_univ_two,
      h, add_mul, Finset.sum_add_distrib]
  · simp [hamiltonian, Matrix.mulVec, dotProduct, Fintype.sum_prod_type, Fin.sum_univ_two,
      add_mul, Finset.sum_add_distrib]

/-- Bloch reduction: if `z ^ m = 1`, the Hamiltonian acts on a wave `u a * z ^ j` by applying
the Bloch matrix to the cell amplitudes `u`. -/
theorem bloch_reduction (s t : ℂ) {z : ℂ} (hz : z ^ m = 1) (u : Fin 2 → ℂ) :
    hamiltonian m s t *ᵥ (fun p => u p.1 * z ^ (p.2 : ℕ)) =
      fun p => (blochMatrix s t z *ᵥ u) p.1 * z ^ (p.2 : ℕ) := by
  have hz0 : z ≠ 0 := by
    rintro rfl
    rw [zero_pow (NeZero.ne m)] at hz
    exact zero_ne_one hz
  -- moving on by one cell multiplies the wave by z, also across the ring closure
  have hsucc : ∀ j : Fin m, z ^ ((j + 1 : Fin m) : ℕ) = z ^ (j : ℕ) * z := by
    intro j
    have hv : ((j + 1 : Fin m) : ℕ) = ((j : ℕ) + 1) % m := by
      rw [Fin.val_add, Fin.val_one', Nat.add_mod_mod]
    rw [hv, ← pow_eq_pow_mod _ hz, pow_succ]
  have hpred : ∀ j : Fin m, z ^ ((j - 1 : Fin m) : ℕ) = z ^ (j : ℕ) * z⁻¹ := by
    intro j
    have h := hsucc (j - 1)
    rw [sub_add_cancel] at h
    rw [h, mul_assoc, mul_inv_cancel₀ hz0, mul_one]
  funext ⟨a, j⟩
  fin_cases a
  · refine (tight_binding s t _ j).1.trans ?_
    simp only [hpred]
    simp [blochMatrix, Matrix.mulVec, dotProduct, Fin.sum_univ_two]
    ring
  · refine (tight_binding s t _ j).2.trans ?_
    simp only [hsucc]
    simp [blochMatrix, Matrix.mulVec, dotProduct, Fin.sum_univ_two]
    ring

/-- For the phase factor `exp (i θ)` the secular polynomial of the Bloch matrix is
`x² - (s² + t² + 2 s t cos θ)`. -/
theorem bloch_charpoly (s t θ : ℂ) :
    (blochMatrix s t (Complex.exp (θ * Complex.I))).charpoly =
      X ^ 2 - C (s ^ 2 + t ^ 2 + 2 * s * t * Complex.cos θ) := by
  have hc : 2 * Complex.cos θ =
      Complex.exp (θ * Complex.I) + (Complex.exp (θ * Complex.I))⁻¹ := by
    rw [← Complex.exp_neg, Complex.cos, neg_mul]
    ring
  have h1 := inv_mul_cancel₀ (Complex.exp_ne_zero (θ * Complex.I))
  have hdet : (blochMatrix s t (Complex.exp (θ * Complex.I))).det =
      -(s ^ 2 + t ^ 2 + 2 * s * t * Complex.cos θ) := by
    rw [blochMatrix, Matrix.det_fin_two_of]
    linear_combination (-t ^ 2) * h1 + s * t * hc
  have htr : (blochMatrix s t (Complex.exp (θ * Complex.I))).trace = 0 := by
    simp [blochMatrix, Matrix.trace_fin_two]
  rw [Matrix.charpoly_fin_two, hdet, htr, C_0, C_neg]
  ring

omit [NeZero m] in
/-- The secular polynomial of a block-diagonal matrix with complex 2 × 2 blocks is the product of
those of the blocks. -/
theorem charpoly_blocks (M : Fin m → Matrix (Fin 2) (Fin 2) ℂ) :
    (Matrix.blockDiagonal M).charpoly = ∏ k, (M k).charpoly := by
  have h : (Matrix.blockDiagonal M).charmatrix =
      Matrix.blockDiagonal (fun k => (M k).charmatrix) := by
    refine Matrix.ext fun p q => ?_
    obtain ⟨a, i⟩ := p
    obtain ⟨b, j⟩ := q
    by_cases hij : i = j <;> by_cases hab : a = b <;>
      simp [Matrix.blockDiagonal_apply, hij, hab]
  rw [Matrix.charpoly, h, Matrix.det_blockDiagonal]
  rfl

/-- Factorised secular polynomial of the bond-alternating ring for complex `s` and `t`,
entering the Hamiltonian symmetrically. -/
theorem charpoly_complex (s t : ℂ) :
    (hamiltonian m s t).charpoly = ∏ k : Fin m,
      (X ^ 2 - C (s ^ 2 + t ^ 2
        + 2 * s * t * Complex.cos (2 * Real.pi * ((k : ℕ) : ℂ) / m))) := by
  have hω := Complex.isPrimitiveRoot_exp m (NeZero.ne m)
  let z : Fin m → ℂ := fun k =>
    Complex.exp ((2 * Real.pi * ((k : ℕ) : ℂ) / m) * Complex.I)
  have hz : ∀ k, z k = Complex.exp (2 * Real.pi * Complex.I / m) ^ (k : ℕ) := by
    intro k
    rw [← Complex.exp_nat_mul]
    change Complex.exp _ = Complex.exp _
    congr 1
    ring
  have hzm : ∀ k, z k ^ m = 1 := by
    intro k
    rw [hz, ← pow_mul, mul_comm (k : ℕ) m, pow_mul, hω.pow_eq_one, one_pow]
  have hinj : Function.Injective z := by
    intro k l hkl
    rw [hz, hz] at hkl
    exact Fin.ext (hω.pow_inj k.isLt l.isLt hkl)
  -- the columns of W are the Bloch waves
  let W : Matrix (Fin 2 × Fin m) (Fin 2 × Fin m) ℂ :=
    (1 : Matrix (Fin 2) (Fin 2) ℂ) ⊗ₖ (Matrix.vandermonde z)ᵀ
  let D := Matrix.blockDiagonal (fun k => blochMatrix s t (z k))
  have hW : IsUnit W.det := by
    change IsUnit ((1 : Matrix (Fin 2) (Fin 2) ℂ) ⊗ₖ (Matrix.vandermonde z)ᵀ).det
    rw [Matrix.det_kronecker, Matrix.det_one, one_pow, one_mul, Matrix.det_transpose]
    exact (pow_ne_zero _ (Matrix.det_vandermonde_ne_zero_iff.mpr hinj)).isUnit
  have hHW : hamiltonian m s t * W = W * D := by
    refine Matrix.ext fun p q => ?_
    obtain ⟨a, j⟩ := p
    obtain ⟨b, k⟩ := q
    refine (congrFun (bloch_reduction s t (hzm k)
      (fun c => (1 : Matrix (Fin 2) (Fin 2) ℂ) c b)) (a, j)).trans ?_
    simp [W, D, Matrix.mul_apply, Fintype.sum_prod_type, Matrix.blockDiagonal_apply,
      Matrix.one_apply, Matrix.vandermonde_apply, Matrix.mulVec, dotProduct]
    ring
  -- similar matrices have the same secular polynomial
  calc (hamiltonian m s t).charpoly = (W * (D * W⁻¹)).charpoly := by
        rw [← Matrix.mul_assoc, ← hHW, Matrix.mul_assoc, Matrix.mul_nonsing_inv _ hW,
          Matrix.mul_one]
    _ = (D * W⁻¹ * W).charpoly := Matrix.charpoly_mul_comm _ _
    _ = D.charpoly := by
        rw [Matrix.mul_assoc, Matrix.nonsing_inv_mul _ hW, Matrix.mul_one]
    _ = _ := (charpoly_blocks _).trans
        (Finset.prod_congr rfl fun k _ => bloch_charpoly s t _)

/-- Secular polynomial of a ring of `2m` sites with alternating real couplings `s` and `t`:
the product over `k = 0, ..., m - 1` of `x² - (s² + t² + 2 s t cos (2πk/m))`. -/
theorem charpoly_ring (s t : ℝ) :
    (hamiltonian m s t).charpoly = ∏ k : Fin m,
      (X ^ 2 - C (s ^ 2 + t ^ 2 + 2 * s * t * Real.cos (2 * Real.pi * ((k : ℕ) : ℝ) / m))) := by
  have hmap : (hamiltonian m s t).map Complex.ofRealHom = hamiltonian m (s : ℂ) (t : ℂ) := by
    refine Matrix.ext fun p q => ?_
    simp only [hamiltonian, Matrix.map_apply, Matrix.of_apply]
    split_ifs <;> simp
  apply Polynomial.map_injective Complex.ofRealHom Complex.ofRealHom.injective
  rw [← Matrix.charpoly_map, hmap, charpoly_complex, Polynomial.map_prod]
  refine Finset.prod_congr rfl fun k _ => ?_
  simp only [Polynomial.map_sub, Polynomial.map_pow, Polynomial.map_X, Polynomial.map_C]
  congr 2
  simp

/-- For real couplings, `E` is a root of the secular polynomial exactly when
`E² = s² + t² + 2 s t cos (2πk/m)` for some `k = 0, ..., m - 1`. -/
theorem level_iff (s t E : ℝ) :
    (hamiltonian m s t).charpoly.IsRoot E ↔ ∃ k : Fin m,
      E ^ 2 = s ^ 2 + t ^ 2 + 2 * s * t * Real.cos (2 * Real.pi * ((k : ℕ) : ℝ) / m) := by
  rw [charpoly_ring, Polynomial.IsRoot.def, Polynomial.eval_prod, Finset.prod_eq_zero_iff]
  simp only [Polynomial.eval_sub, Polynomial.eval_pow, Polynomial.eval_X, Polynomial.eval_C,
    sub_eq_zero, Finset.mem_univ, true_and]

/-- For real couplings every level satisfies `||s| - |t|| ≤ |E| ≤ |s| + |t|`. -/
theorem band_bounds {s t E : ℝ} (hE : (hamiltonian m s t).charpoly.IsRoot E) :
    |(|s| - |t|)| ≤ |E| ∧ |E| ≤ |s| + |t| := by
  obtain ⟨k, hk⟩ := (level_iff s t E).mp hE
  have hb : |s * t * Real.cos (2 * Real.pi * ((k : ℕ) : ℝ) / m)| ≤ |s| * |t| := by
    rw [abs_mul, abs_mul]
    exact mul_le_of_le_one_right (by positivity) (Real.abs_cos_le_one _)
  obtain ⟨h1, h2⟩ := abs_le.mp hb
  constructor
  · apply sq_le_sq.mp
    nlinarith [sq_abs s, sq_abs t]
  · rw [← abs_of_nonneg (add_nonneg (abs_nonneg s) (abs_nonneg t))]
    apply sq_le_sq.mp
    nlinarith [sq_abs s, sq_abs t]

/-- For an even number `m` of cells and real couplings, `s - t` is a level of the ring. -/
theorem level_sub (hm : Even m) (s t : ℝ) :
    (hamiltonian m s t).charpoly.IsRoot (s - t) := by
  obtain ⟨n, hn⟩ := hm
  have hm0 : m ≠ 0 := NeZero.ne m
  have hmr : (m : ℝ) = n + n := by rw [hn]; push_cast; ring
  -- the wave that changes sign from cell to cell
  refine (level_iff s t _).mpr ⟨⟨n, by omega⟩, ?_⟩
  have hπ : 2 * Real.pi * (n : ℝ) / m = Real.pi := by
    rw [div_eq_iff (Nat.cast_ne_zero.mpr hm0), hmr]
    ring
  change _ = s ^ 2 + t ^ 2 + 2 * s * t * Real.cos (2 * Real.pi * (n : ℝ) / m)
  rw [hπ, Real.cos_pi]
  ring

/-- For an even number `m` of cells and real couplings, the ring has a level at zero energy
exactly when the two couplings have equal magnitude. -/
theorem zero_level_iff (hm : Even m) (s t : ℝ) :
    (hamiltonian m s t).charpoly.IsRoot 0 ↔ |s| = |t| := by
  constructor
  · intro h
    have hb := (band_bounds h).1
    rw [abs_zero] at hb
    exact sub_eq_zero.mp (abs_eq_zero.mp (le_antisymm hb (abs_nonneg _)))
  · intro h
    rcases abs_eq_abs.mp h with h | h
    · have hl := level_sub hm s t
      rwa [sub_eq_zero.mpr h] at hl
    · refine (level_iff s t 0).mpr ⟨0, ?_⟩
      simp [h]
      ring

end

end BondAlternatingRing
```

```lean
#print axioms BondAlternatingRing.charpoly_ring
#print axioms BondAlternatingRing.zero_level_iff
```

```
'BondAlternatingRing.charpoly_ring' depends on axioms: [propext, Classical.choice, Quot.sound]
'BondAlternatingRing.zero_level_iff' depends on axioms: [propext, Classical.choice, Quot.sound]
```

The main theorem is `charpoly_ring`. Its matrix `hamiltonian m s t` is indexed by pairs in `Fin 2 × Fin m`, and addition in `Fin m` is cyclic. The first `if` is the bond inside a cell; the other two are the bond between cells, read in each direction. `NeZero m` means $m\ge1$. At $m=1$ both bonds join the same two sites and their couplings add to $s+t$; a proper ring starts at $m=2$. `X` is the variable $x$, and `C` turns a number into a constant polynomial. A "level" is a root of the characteristic polynomial, written `IsRoot`. The integer `k` labels the phase and is not a wavevector with units.

`tight_binding` obtains the two site equations by collapsing the matrix sums. In `bloch_reduction`, `hsucc` and `hpred` say that moving one cell forward or back multiplies the wave by $z$ or $z^{-1}$, also across the closure. `bloch_charpoly` computes the trace and determinant of the block; its `linear_combination` step uses $z^{-1}z=1$ and $2\cos\theta=z+z^{-1}$.

`charpoly_blocks` gives the product rule for $D$. `charpoly_complex` then builds $W$ as a Kronecker product, proves it invertible in `hW` and establishes $HW=WD$ in `hHW`; the closing `calc` is the similarity argument. It allows complex $s$ and $t$, but they enter $H$ without conjugation, so that matrix need not be Hermitian. `charpoly_ring` returns to real couplings, since two real polynomials that agree over the complex numbers are equal.

`level_iff` reads off the roots of the product. `band_bounds` applies $|\cos\theta|\le1$ and compares squares, `level_sub` chooses $k=m/2$, and `zero_level_iff` combines them as above.
